# A crystal block with at least two cells along each primitive vector scatters fully in phase exactly at reciprocal-lattice points

## Waves from a finite block of cells

A plane wave falls on a small crystal, and each unit cell sends out a weak scattered wave. Far away these waves add, and a detector there records the intensity, the squared modulus of their sum. The cells are identical, so the waves differ only in phase, and the phases depend on the scattering vector q, the difference between the outgoing and incoming wave vectors. For which q do all the waves add up in phase?

Take a row of N cells first, with phase step θ between neighbours. Write I for the imaginary unit, as Lean does, since i will label primitive vectors. With unit amplitude per cell, the row gives

S_N(θ) = ∑_{j=0}^{N−1} exp(I j θ).

A block has primitive vectors a_i, with N_i cells along each. Its cells sit at R = ∑_i n_i a_i with 0 ≤ n_i < N_i, and its amplitude is

A(q) = ∑_n exp(I q·R).

The sign of the exponent is a convention. If plane waves are written exp(I k·r), the phase of a cell is −q·R, and A(q) is replaced by its complex conjugate, which has the same modulus.

## The statement in words and in Lean

For N ≥ 2, |S_N(θ)| ≤ N, with equality exactly when θ = 2πm for an integer m. If every N_i ≥ 2, then |A(q)| ≤ ∏_i N_i, with equality exactly when q is a reciprocal-lattice point. The bounds themselves need no condition on the sizes.

In the file, S_N(θ) is `laueSum N θ` and A(q) is `crystalAmplitude N a q`. The index set `Fintype.piFinset (fun i => range (N i))` lists the cells of the block. The vectors live in a real inner product space `V`, and `inner ℝ q (a i)` is q·a_i. The number of primitive vectors is finite but otherwise free.

`IsReciprocal a q` says that q·R is an integer multiple of 2π for every integer combination R of the a_i. This fixes the convention in which 2π belongs to the reciprocal lattice. The condition refers to the infinite lattice, although the amplitude comes from a finite block.

Linear independence of the a_i is not assumed. If they do not span `V`, the q that satisfy the condition are not isolated points: for a single row in space they form planes.

The model describes single scattering by identical, static cells in a uniform incident wave. The internal structure of a cell would multiply A(q) by a further factor, which can vanish at a reciprocal-lattice point. The result locates the principal maxima of |A(q)|. In the full intensity of a finite block, where the peaks have a width, a cell factor that varies with q can also shift them slightly.

## One row

Each term has modulus 1, so the triangle inequality gives |S_N(θ)| ≤ N.

Suppose |S_N(θ)| = N, and write N = 2 + M. Separate the first two terms:

S_N(θ) = (1 + exp(Iθ)) + ∑_{x=0}^{M−1} exp(I(2 + x)θ).

The last sum has modulus at most M, so 2 + M ≤ |1 + exp(Iθ)| + M, and hence |1 + exp(Iθ)| ≥ 2. But

|1 + exp(Iθ)|² = (1 + cos θ)² + sin² θ = 2 + 2 cos θ.

Thus 2 + 2 cos θ ≥ 4, which forces cos θ = 1 and θ = 2πm. Conversely, if θ = 2πm, every term is exp(2πI jm) = 1 and the sum is N.

The intensity between the principal maxima follows by telescoping:

S_N(θ)(exp(Iθ) − 1) = exp(INθ) − 1.

For real x,

|exp(Ix) − 1|² = 2 − 2 cos x = 4 sin²(x/2).

Taking squared moduli and dividing, where sin(θ/2) ≠ 0, gives the Laue interference function

|S_N(θ)|² = sin²(Nθ/2) / sin²(θ/2).

## From the row to the block

Since q·R = ∑_i n_i q·a_i, the exponential factorises, and so does the sum over the block:

A(q) = ∏_i S_{N_i}(q·a_i).

The bound for each row now gives |A(q)| ≤ ∏_i N_i.

Suppose equality holds. Fix i, and let s_j = |S_{N_j}(q·a_j)| and P = ∏_{j≠i} N_j > 0. Then

N_i P = s_i ∏_{j≠i} s_j ≤ s_i P,

so s_i ≥ N_i, and therefore s_i = N_i. By the result for one row, q·a_i = 2πm_i with m_i an integer. This holds for every i. Conversely, these Laue conditions make every factor reach its bound.

They are equivalent to the reciprocal-lattice condition. If they hold, q·R = 2π ∑_i n_i m_i for all integers n_i. In the other direction, choose R = a_i.

## A direction with a single cell

Take one primitive vector a, one cell, and q·a = π. The amplitude is 1, equal to the number of cells, yet q is not a reciprocal-lattice point. A lone cell has no neighbour to interfere with, so the condition N_i ≥ 2 is needed.

## The complete file

```lean
import Mathlib

open Finset

namespace LaueInterference

noncomputable section

/-- Amplitude of a row of `N` identical scatterers whose successive phases differ by `θ`. -/
def laueSum (N : ℕ) (θ : ℝ) : ℂ :=
  ∑ j ∈ range N, Complex.exp ((((j : ℝ) * θ : ℝ) : ℂ) * Complex.I)

/-- The amplitude of a row of `N` scatterers is at most `N` in modulus. -/
theorem norm_laueSum_le (N : ℕ) (θ : ℝ) : ‖laueSum N θ‖ ≤ N := by
  unfold laueSum
  refine (norm_sum_le _ _).trans (le_of_eq ?_)
  simp only [Complex.norm_exp_ofReal_mul_I, sum_const, card_range, nsmul_eq_mul, mul_one]

/-- Two scatterers with phase difference `θ` give the intensity `2 + 2 cos θ`. -/
theorem two_scatterer_intensity (θ : ℝ) :
    ‖1 + Complex.exp ((θ : ℂ) * Complex.I)‖ ^ 2 = 2 + 2 * Real.cos θ := by
  rw [Complex.sq_norm, Complex.normSq_apply]
  simp only [Complex.add_re, Complex.add_im, Complex.one_re, Complex.one_im,
    Complex.exp_ofReal_mul_I_re, Complex.exp_ofReal_mul_I_im]
  linear_combination Real.sin_sq_add_cos_sq θ

/-- A row of at least two scatterers interferes fully constructively exactly when the phase
step is an integer multiple of `2π`. -/
theorem norm_laueSum_eq_iff {N : ℕ} (hN : 2 ≤ N) (θ : ℝ) :
    ‖laueSum N θ‖ = N ↔ ∃ m : ℤ, θ = 2 * Real.pi * m := by
  constructor
  · intro h
    obtain ⟨M, rfl⟩ := Nat.exists_eq_add_of_le hN
    -- separate the first two scatterers from the remaining `M`
    have hsplit : laueSum (2 + M) θ = (1 + Complex.exp ((θ : ℂ) * Complex.I)) +
        ∑ x ∈ range M, Complex.exp (((((2 + x : ℕ) : ℝ) * θ : ℝ) : ℂ) * Complex.I) := by
      unfold laueSum
      rw [sum_range_add]
      simp [sum_range_succ]
    have hrest : ‖∑ x ∈ range M,
        Complex.exp (((((2 + x : ℕ) : ℝ) * θ : ℝ) : ℂ) * Complex.I)‖ ≤ M := by
      refine (norm_sum_le _ _).trans (le_of_eq ?_)
      simp only [Complex.norm_exp_ofReal_mul_I, sum_const, card_range, nsmul_eq_mul, mul_one]
    have htri := norm_add_le (1 + Complex.exp ((θ : ℂ) * Complex.I))
      (∑ x ∈ range M, Complex.exp (((((2 + x : ℕ) : ℝ) * θ : ℝ) : ℂ) * Complex.I))
    rw [← hsplit, h, Nat.cast_add, Nat.cast_ofNat] at htri
    have htwo : 2 ≤ ‖1 + Complex.exp ((θ : ℂ) * Complex.I)‖ := by linarith
    -- the first two must already be in phase
    have hcos : Real.cos θ = 1 :=
      le_antisymm (Real.cos_le_one θ) (by nlinarith [two_scatterer_intensity θ])
    obtain ⟨m, hm⟩ := (Real.cos_eq_one_iff θ).1 hcos
    exact ⟨m, by linarith⟩
  · rintro ⟨m, rfl⟩
    have hone : laueSum N (2 * Real.pi * m) = (N : ℂ) := by
      unfold laueSum
      have hterm : ∀ j ∈ range N,
          Complex.exp ((((j : ℝ) * (2 * Real.pi * m) : ℝ) : ℂ) * Complex.I) = 1 := by
        intro j _
        rw [Complex.exp_eq_one_iff]
        exact ⟨(j : ℤ) * m, by push_cast; ring⟩
      rw [sum_congr rfl hterm]
      simp
    rw [hone, Complex.norm_natCast]

/-- Multiplying the row amplitude by `exp(iθ) - 1` gives `exp(iNθ) - 1`. -/
theorem laueSum_mul (N : ℕ) (θ : ℝ) :
    laueSum N θ * (Complex.exp ((θ : ℂ) * Complex.I) - 1) =
      Complex.exp ((((N : ℝ) * θ : ℝ) : ℂ) * Complex.I) - 1 := by
  induction N with
  | zero => simp [laueSum]
  | succ N ih =>
    have hstep : Complex.exp (((((N + 1 : ℕ) : ℝ) * θ : ℝ) : ℂ) * Complex.I) =
        Complex.exp ((((N : ℝ) * θ : ℝ) : ℂ) * Complex.I) *
          Complex.exp ((θ : ℂ) * Complex.I) := by
      rw [← Complex.exp_add]
      congr 1
      push_cast
      ring
    have hsum : laueSum (N + 1) θ =
        laueSum N θ + Complex.exp ((((N : ℝ) * θ : ℝ) : ℂ) * Complex.I) := by
      unfold laueSum
      rw [sum_range_succ]
    rw [hstep, hsum]
    linear_combination ih

/-- The Laue interference function: where `sin (θ/2)` does not vanish, the intensity of the row
is `sin² (Nθ/2) / sin² (θ/2)`. -/
theorem laue_intensity (N : ℕ) {θ : ℝ} (hθ : Real.sin (θ / 2) ≠ 0) :
    ‖laueSum N θ‖ ^ 2 = Real.sin (N * θ / 2) ^ 2 / Real.sin (θ / 2) ^ 2 := by
  -- squared chord length on the unit circle
  have chord : ∀ x : ℝ, ‖Complex.exp ((x : ℂ) * Complex.I) - 1‖ ^ 2 =
      4 * Real.sin (x / 2) ^ 2 := by
    intro x
    have hc : Real.cos x = 2 * Real.cos (x / 2) ^ 2 - 1 := by
      rw [← Real.cos_two_mul]
      congr 1
      ring
    rw [Complex.sq_norm, Complex.normSq_apply]
    simp only [Complex.sub_re, Complex.sub_im, Complex.one_re, Complex.one_im,
      Complex.exp_ofReal_mul_I_re, Complex.exp_ofReal_mul_I_im]
    linear_combination Real.sin_sq_add_cos_sq x - 2 * hc -
      4 * Real.sin_sq_add_cos_sq (x / 2)
  have h := congrArg (fun z : ℂ => ‖z‖ ^ 2) (laueSum_mul N θ)
  simp only [norm_mul, mul_pow] at h
  rw [chord, chord] at h
  rw [eq_div_iff (pow_ne_zero 2 hθ)]
  linarith

variable {ι V : Type*} [Fintype ι] [NormedAddCommGroup V] [InnerProductSpace ℝ V]

/-- `q` is a reciprocal-lattice point of the lattice spanned by the vectors `a i`: its inner
product with every lattice vector is an integer multiple of `2π`. -/
def IsReciprocal (a : ι → V) (q : V) : Prop :=
  ∀ n : ι → ℤ, ∃ m : ℤ, inner ℝ q (∑ i, (n i : ℝ) • a i) = 2 * Real.pi * m

/-- The Laue conditions: `q` is a reciprocal-lattice point exactly when its inner product with
each primitive vector is an integer multiple of `2π`. -/
theorem isReciprocal_iff (a : ι → V) (q : V) :
    IsReciprocal a q ↔ ∀ i, ∃ m : ℤ, inner ℝ q (a i) = 2 * Real.pi * m := by
  classical
  constructor
  · intro h i
    have hs : ∑ j, ((if j = i then 1 else 0 : ℤ) : ℝ) • a j = a i := by simp
    obtain ⟨m, hm⟩ := h (fun j => if j = i then 1 else 0)
    exact ⟨m, (congrArg (fun v => inner ℝ q v) hs).symm.trans hm⟩
  · intro h n
    choose m hm using h
    refine ⟨∑ i, n i * m i, ?_⟩
    rw [inner_sum, Int.cast_sum, mul_sum]
    refine sum_congr rfl fun i _ => ?_
    rw [real_inner_smul_right, hm, Int.cast_mul]
    ring

variable [DecidableEq ι]

/-- Amplitude scattered with scattering vector `q` by a crystal block with `N i` cells along
each primitive vector `a i`. -/
def crystalAmplitude (N : ι → ℕ) (a : ι → V) (q : V) : ℂ :=
  ∑ n ∈ Fintype.piFinset (fun i => range (N i)),
    Complex.exp (((inner ℝ q (∑ i, (n i : ℝ) • a i) : ℝ) : ℂ) * Complex.I)

/-- The crystal amplitude is the product of one row amplitude for each primitive vector. -/
theorem crystalAmplitude_eq_prod (N : ι → ℕ) (a : ι → V) (q : V) :
    crystalAmplitude N a q = ∏ i, laueSum (N i) (inner ℝ q (a i)) := by
  simp only [crystalAmplitude, laueSum]
  rw [prod_univ_sum]
  refine sum_congr rfl fun n _ => ?_
  rw [← Complex.exp_sum]
  congr 1
  rw [inner_sum, Complex.ofReal_sum, sum_mul]
  refine sum_congr rfl fun i _ => ?_
  rw [real_inner_smul_right]

/-- The amplitude of a crystal block is at most its number of cells in modulus. -/
theorem norm_crystalAmplitude_le (N : ι → ℕ) (a : ι → V) (q : V) :
    ‖crystalAmplitude N a q‖ ≤ ∏ i, (N i : ℝ) := by
  rw [crystalAmplitude_eq_prod, norm_prod]
  exact prod_le_prod (fun i _ => norm_nonneg _) (fun i _ => norm_laueSum_le _ _)

/-- With at least two cells along each primitive vector, the amplitude reaches the number of
cells in modulus exactly at the reciprocal-lattice points. -/
theorem full_interference_iff_reciprocal {N : ι → ℕ} (hN : ∀ i, 2 ≤ N i) (a : ι → V) (q : V) :
    ‖crystalAmplitude N a q‖ = ∏ i, (N i : ℝ) ↔ IsReciprocal a q := by
  rw [isReciprocal_iff, crystalAmplitude_eq_prod, norm_prod]
  constructor
  · intro h i
    rw [← norm_laueSum_eq_iff (hN i)]
    refine le_antisymm (norm_laueSum_le _ _) ?_
    -- the other directions cannot make up for a deficit in direction `i`
    have hP : 0 < ∏ j ∈ univ.erase i, (N j : ℝ) :=
      prod_pos fun j _ => Nat.cast_pos.2 (lt_of_lt_of_le two_pos (hN j))
    have hothers : ∏ j ∈ univ.erase i, ‖laueSum (N j) (inner ℝ q (a j))‖ ≤
        ∏ j ∈ univ.erase i, (N j : ℝ) :=
      prod_le_prod (fun j _ => norm_nonneg _) (fun j _ => norm_laueSum_le _ _)
    rw [← mul_prod_erase univ (fun j => ‖laueSum (N j) (inner ℝ q (a j))‖) (mem_univ i),
      ← mul_prod_erase univ (fun j => (N j : ℝ)) (mem_univ i)] at h
    refine le_of_mul_le_mul_right ?_ hP
    exact h.symm.le.trans (mul_le_mul_of_nonneg_left hothers (norm_nonneg _))
  · intro h
    exact prod_congr rfl fun i _ => (norm_laueSum_eq_iff (hN i) _).2 (h i)

end

end LaueInterference
```

```lean
#print axioms LaueInterference.laue_intensity
#print axioms LaueInterference.norm_crystalAmplitude_le
#print axioms LaueInterference.full_interference_iff_reciprocal
```

```
'LaueInterference.laue_intensity' depends on axioms: [propext, Classical.choice, Quot.sound]
'LaueInterference.norm_crystalAmplitude_le' depends on axioms: [propext, Classical.choice, Quot.sound]
'LaueInterference.full_interference_iff_reciprocal' depends on axioms: [propext, Classical.choice, Quot.sound]
```

## How the proof follows the derivation

`norm_laueSum_le` is the triangle inequality, and `two_scatterer_intensity` computes |1 + exp(Iθ)|² from real and imaginary parts. In `norm_laueSum_eq_iff`, `hsplit` separates the first two scatterers, `hrest` bounds the others by M, and `htwo` is the resulting lower bound. `nlinarith` squares that bound to obtain `hcos`.

`laueSum_mul` proves the telescoped identity by induction on N. In `laue_intensity`, the local statement `chord` supplies the half-angle formula, applied once to θ and once to Nθ. The equality theorems do not use this closed form.

`isReciprocal_iff` selects a single primitive vector with coefficients 1 and 0; for the converse, `choose` collects the integers m_i. `crystalAmplitude_eq_prod` uses `prod_univ_sum` to exchange the product of row sums for a sum over the block, and `norm_crystalAmplitude_le` multiplies the row bounds.

In `full_interference_iff_reciprocal`, `mul_prod_erase` isolates direction i. `hP` says that P is positive, `hothers` bounds the remaining factors by P, and `le_of_mul_le_mul_right` cancels P.
